# Virtual distillation: for a density matrix with a simple largest eigenvalue, tr(Oρᵐ)/tr(ρᵐ) tends to the expectation value in the top eigenvector

## States, expectation values and the distilled estimate

Vectors have complex components labelled by a finite index set with N elements. The inner product is ⟨x, y⟩ = x†y, conjugate-linear in the first slot. A state is a positive semidefinite N × N matrix ρ with tr ρ = 1. For any complex N × N matrix O, Hermitian or not, and any integer m ≥ 0, the distilled estimate is

Eₘ = tr(Oρᵐ) / tr(ρᵐ).

A real number p and a vector v form a dominant pair of ρ if ⟨v, v⟩ = 1, ρv = pv, every real eigenvalue of ρ is at most p, and every solution w of ρw = pw is a multiple of v.

## Noise and powers of the density matrix

A noisy circuit meant to prepare a pure state, such as a trial state for a molecular Hamiltonian, prepares a mixed state ρ. When the noise is weak, one eigenvector v carries most of the weight, and a dominant pair states the minimal version of this: no other eigenvector is as heavily populated. The state ρᵐ/tr(ρᵐ) has populations proportional to the m-th powers of those of ρ, which suppresses the smaller ones. For energy estimates on a finite register with identical copies of ρ and exactly known traces, the result says that Eₘ approaches the expectation value in v, which need not be the state the circuit was meant to prepare.

## The limit and the error bound

Let (p, v) be a dominant pair of the state ρ. Then tr(ρᵐ) ≠ 0 for all m, and

Eₘ → ⟨v, Ov⟩ as m → ∞.

Suppose also that every eigenvalue other than p is at most a real number q, and that |⟨w, Ow⟩| ≤ B for all unit vectors w. Here q bounds the population of each error component and B is the scale of the observable. Then for all m

|Eₘ − ⟨v, Ov⟩| ≤ (N − 1) (q/p)ᵐ · 2B.

The bound holds without q < p, but for N > 1 and B > 0 it shrinks with m only when q < p. For N = 1 both sides vanish.

## Traces as weighted sums over eigenvectors

The spectral theorem gives ρU = UD, where U†U = 1, hence UU† = 1, and D is diagonal with entries dₖ ≥ 0. The columns uₖ of U are orthonormal and ρuₖ = dₖuₖ. Induction gives ρᵐU = UDᵐ, since ρᵐ⁺¹U = ρᵐUD = UDᵐD. With aₖ = ⟨uₖ, Ouₖ⟩ = (U†OU)ₖₖ and cyclicity of the trace,

tr(Oρᵐ) = tr(OρᵐUU†) = tr(U†OU Dᵐ) = Σₖ dₖᵐ aₖ,

and O = 1 gives tr(ρᵐ) = Σₖ dₖᵐ.

## The column that belongs to p

Every dₖ is an eigenvalue, so dₖ ≤ p. Put c = U†v, which is nonzero because Uc = v. From U†ρ = DU† follows Dc = U†ρv = pc, so an index k₀ with cₖ₀ ≠ 0 has dₖ₀ = p. Simplicity gives uₖ₀ = bv for a complex number b, normalisation gives b*b = 1, and so

aₖ₀ = b*b ⟨v, Ov⟩ = ⟨v, Ov⟩.

If dₖ = p for some k ≠ k₀, then uₖ = b′v with |b′| = 1, and orthogonality would need b′*b = 0, which is impossible. Hence dₖ < p for k ≠ k₀. Finally p > 0, since otherwise Σₖ dₖ ≤ 0, against tr ρ = 1.

## The error of a weighted average

The denominator obeys Σₖ dₖᵐ ≥ pᵐ > 0. Subtracting aₖ₀ removes the k₀ term from the numerator:

Eₘ − aₖ₀ = Σ_(k≠k₀) dₖᵐ (aₖ − aₖ₀) / Σₖ dₖᵐ.

The triangle inequality above and the lower bound pᵐ below give

|Eₘ − aₖ₀| ≤ Σ_(k≠k₀) (dₖ/p)ᵐ |aₖ − aₖ₀|.

Each ratio lies in [0, 1), so the finite sum tends to zero. For the rate, each of the N − 1 terms has dₖ/p ≤ q/p and |aₖ − aₖ₀| ≤ |aₖ| + |aₖ₀| ≤ 2B.

## The Lean file

```lean
import Mathlib

open Matrix Filter Topology
open scoped ComplexOrder

namespace VirtualDistillation

noncomputable section

variable {n : Type*} [Fintype n] [DecidableEq n]

/-- The expectation value `⟨v, O v⟩` of the operator `O` in the vector `v`. -/
def expect (O : Matrix n n ℂ) (v : n → ℂ) : ℂ := star v ⬝ᵥ O *ᵥ v

/-- The virtual-distillation estimate `tr(O ρ^m) / tr(ρ^m)` from `m` copies of `ρ`. -/
def distilled (ρ O : Matrix n n ℂ) (m : ℕ) : ℂ := (O * ρ ^ m).trace / (ρ ^ m).trace

/-- `p` is the largest real eigenvalue of `ρ`, it is simple, and `v` is a unit eigenvector
for it. -/
structure IsDominant (ρ : Matrix n n ℂ) (p : ℝ) (v : n → ℂ) : Prop where
  unit : star v ⬝ᵥ v = 1
  eigen : ρ *ᵥ v = (p : ℂ) • v
  largest : ∀ (μ : ℝ) (w : n → ℂ), w ≠ 0 → ρ *ᵥ w = (μ : ℂ) • w → μ ≤ p
  simple : ∀ w : n → ℂ, ρ *ᵥ w = (p : ℂ) • w → ∃ c : ℂ, w = c • v

/-- A positive semidefinite matrix is diagonalised by a unitary, with nonnegative diagonal. -/
theorem spectral {ρ : Matrix n n ℂ} (hρ : ρ.PosSemidef) :
    ∃ (U : Matrix n n ℂ) (d : n → ℝ), Uᴴ * U = 1 ∧ (∀ k, 0 ≤ d k) ∧
      ρ * U = U * diagonal (fun k => (d k : ℂ)) := by
  refine ⟨(hρ.isHermitian.eigenvectorUnitary : Matrix n n ℂ), hρ.isHermitian.eigenvalues,
    Matrix.mem_unitaryGroup_iff'.1 hρ.isHermitian.eigenvectorUnitary.2,
    hρ.eigenvalues_nonneg, ?_⟩
  ext i k
  have := congrFun (hρ.isHermitian.mulVec_eigenvectorBasis k) i
  rw [mul_diagonal]
  simpa [mul_apply, mulVec, dotProduct, mul_comm] using this

/-- If the columns `u_k` of a unitary diagonalise `ρ` with eigenvalues `d_k`, then
`tr(O ρ^m) = ∑ d_k^m ⟨u_k, O u_k⟩`. -/
theorem trace_mul_pow {ρ U : Matrix n n ℂ} {d : n → ℝ} (hU : Uᴴ * U = 1)
    (h : ρ * U = U * diagonal (fun k => (d k : ℂ))) (O : Matrix n n ℂ) (m : ℕ) :
    (O * ρ ^ m).trace = ∑ k, (d k : ℂ) ^ m * expect O (fun i => U i k) := by
  have hU' : U * Uᴴ = 1 := mul_eq_one_comm.1 hU
  have hp : ρ ^ m * U = U * diagonal (fun k => (d k : ℂ) ^ m) := by
    induction m with
    | zero => simp
    | succ m ih =>
      rw [pow_succ, mul_assoc, h, ← mul_assoc, ih, mul_assoc, diagonal_mul_diagonal]
      simp only [pow_succ]
  have he : ∀ k, (Uᴴ * O * U) k k = expect O (fun i => U i k) := by
    intro k
    rw [mul_assoc]
    rfl
  calc (O * ρ ^ m).trace = (O * (ρ ^ m * U) * Uᴴ).trace := by
        rw [mul_assoc, mul_assoc, hU', mul_one]
    _ = (Uᴴ * O * U * diagonal (fun k => (d k : ℂ) ^ m)).trace := by
        rw [hp, trace_mul_comm]; simp only [mul_assoc]
    _ = _ := by
        simp only [trace, diag_apply, mul_diagonal, he]
        exact Finset.sum_congr rfl fun k _ => mul_comm _ _

/-- For a state with dominant eigenpair `(p, v)`, the traces are sums over unit eigenvectors,
one with eigenvalue `p > 0` and the expectation values of `v`, the others with `0 ≤ d_k < p`. -/
theorem dominant_decomposition {ρ : Matrix n n ℂ} {p : ℝ} {v : n → ℂ} (hρ : ρ.PosSemidef)
    (htr : ρ.trace = 1) (hv : IsDominant ρ p v) :
    ∃ (d : n → ℝ) (u : n → n → ℂ) (k₀ : n), (∀ k, 0 ≤ d k) ∧ d k₀ = p ∧ 0 < p ∧
      (∀ k, k ≠ k₀ → d k < p) ∧ (∀ k, star (u k) ⬝ᵥ u k = 1) ∧
      (∀ k, ρ *ᵥ u k = (d k : ℂ) • u k) ∧ (∀ O, expect O (u k₀) = expect O v) ∧
      (∀ O m, (O * ρ ^ m).trace = ∑ k, (d k : ℂ) ^ m * expect O (u k)) ∧
      ∀ m, (ρ ^ m).trace = ((∑ k, d k ^ m : ℝ) : ℂ) := by
  obtain ⟨U, d, hU, hd, h⟩ := spectral hρ
  have hU' : U * Uᴴ = 1 := mul_eq_one_comm.1 hU
  have ho : ∀ j k, star (fun i => U i j) ⬝ᵥ (fun i => U i k) = (1 : Matrix n n ℂ) j k := by
    intro j k
    rw [← hU]
    rfl
  have hu : ∀ k, star (fun i => U i k) ⬝ᵥ (fun i => U i k) = 1 := fun k => by
    rw [ho, one_apply_eq]
  have he : ∀ k, ρ *ᵥ (fun i => U i k) = (d k : ℂ) • fun i => U i k := by
    intro k
    ext i
    have := congrFun (congrFun h i) k
    rw [mul_diagonal] at this
    simpa [mul_apply, mulVec, dotProduct, mul_comm] using this
  have hle : ∀ k, d k ≤ p := fun k => hv.largest _ _ (fun h0 => by simpa [h0] using hu k) (he k)
  have ht : ∀ m, (ρ ^ m).trace = ((∑ k, d k ^ m : ℝ) : ℂ) := by
    intro m
    have := trace_mul_pow hU h 1 m
    simp only [one_mul, expect, one_mulVec, hu, mul_one] at this
    rw [this]; push_cast; rfl
  -- some component of `v` in the eigenbasis is nonzero, and it has eigenvalue `p`
  have h2 : Uᴴ * ρ = diagonal (fun k => (d k : ℂ)) * Uᴴ :=
    calc Uᴴ * ρ = Uᴴ * (ρ * U) * Uᴴ := by rw [mul_assoc, mul_assoc, hU', mul_one]
      _ = _ := by rw [h, ← mul_assoc, hU, one_mul]
  have h3 : diagonal (fun k => (d k : ℂ)) *ᵥ (Uᴴ *ᵥ v) = (p : ℂ) • (Uᴴ *ᵥ v) := by
    rw [mulVec_mulVec, ← h2, ← mulVec_mulVec, hv.eigen, mulVec_smul]
  have hc : Uᴴ *ᵥ v ≠ 0 := by
    intro h0
    have h4 : U *ᵥ (Uᴴ *ᵥ v) = v := by rw [mulVec_mulVec, hU', one_mulVec]
    rw [h0, mulVec_zero] at h4
    simpa [← h4] using hv.unit
  obtain ⟨k₀, hk⟩ := Function.ne_iff.1 hc
  have hk' : (Uᴴ *ᵥ v) k₀ ≠ 0 := hk
  have h4 := congrFun h3 k₀
  rw [mulVec_diagonal, Pi.smul_apply, smul_eq_mul] at h4
  have hp : d k₀ = p := by exact_mod_cast mul_right_cancel₀ hk' h4
  -- simplicity: that column is a phase times `v`
  have hs : ∀ (a b : ℂ) (x y : n → ℂ),
      star (a • x) ⬝ᵥ (b • y) = star a * b * (star x ⬝ᵥ y) := fun a b x y => by
    rw [star_smul, smul_dotProduct, dotProduct_smul, smul_eq_mul, smul_eq_mul, mul_assoc]
  obtain ⟨b, hb⟩ := hv.simple _ (by rw [he k₀, hp])
  have hb1 : star b * b = 1 := by
    have := hu k₀
    rwa [hb, hs, hv.unit, mul_one] at this
  refine ⟨d, fun k i => U i k, k₀, hd, hp, ?_, ?_, hu, he, ?_, trace_mul_pow hU h, ht⟩
  · by_contra hneg
    have h1 := ht 1
    rw [pow_one, htr] at h1
    have h1' : (1 : ℝ) = ∑ k, d k ^ 1 := by exact_mod_cast h1
    have : ∑ k, d k ^ 1 ≤ 0 :=
      Finset.sum_nonpos fun k _ => by rw [pow_one]; linarith [hle k, not_lt.1 hneg]
    linarith
  · intro k hne
    refine lt_of_le_of_ne (hle k) fun hkp => ?_
    obtain ⟨a, ha⟩ := hv.simple _ (by rw [he k, hkp])
    have h5 := hu k
    have h6 := ho k k₀
    rw [ha, hs, hv.unit, mul_one] at h5
    rw [ha, hb, hs, hv.unit, mul_one, one_apply_ne hne] at h6
    rcases mul_eq_zero.1 h6 with h7 | h7
    · simp [h7] at h5
    · simp [h7] at hb1
  · intro O
    show expect O (fun i => U i k₀) = _
    rw [hb, expect, expect, mulVec_smul, hs, hb1, one_mul]

/-- The average of `a_k` with weights `d_k^m` differs from `a_{k₀}` by at most
`∑_{k ≠ k₀} (d_k / d_{k₀})^m |a_k - a_{k₀}|`, and the total weight is positive. -/
theorem weighted_bound (d : n → ℝ) (a : n → ℂ) (k₀ : n) (hd : ∀ k, 0 ≤ d k) (h0 : 0 < d k₀)
    (m : ℕ) : 0 < ∑ k, d k ^ m ∧
      ‖(∑ k, (d k : ℂ) ^ m * a k) / ((∑ k, d k ^ m : ℝ) : ℂ) - a k₀‖ ≤
        ∑ k ∈ Finset.univ.erase k₀, (d k / d k₀) ^ m * ‖a k - a k₀‖ := by
  have hS : d k₀ ^ m ≤ ∑ k, d k ^ m :=
    Finset.single_le_sum (f := fun k => d k ^ m) (fun k _ => pow_nonneg (hd k) m)
      (Finset.mem_univ k₀)
  have hpos : 0 < ∑ k, d k ^ m := lt_of_lt_of_le (pow_pos h0 m) hS
  have hS' : ((∑ k, d k ^ m : ℝ) : ℂ) ≠ 0 := Complex.ofReal_ne_zero.2 hpos.ne'
  have h1 : ∑ k ∈ Finset.univ.erase k₀, (d k : ℂ) ^ m * (a k - a k₀) =
      ∑ k, (d k : ℂ) ^ m * (a k - a k₀) := Finset.sum_erase _ (by simp)
  have key : (∑ k, (d k : ℂ) ^ m * a k) / ((∑ k, d k ^ m : ℝ) : ℂ) - a k₀ =
      (∑ k ∈ Finset.univ.erase k₀, (d k : ℂ) ^ m * (a k - a k₀)) /
        ((∑ k, d k ^ m : ℝ) : ℂ) := by
    rw [h1, eq_div_iff hS', sub_mul, div_mul_cancel₀ _ hS']
    push_cast
    simp only [mul_sub, Finset.sum_sub_distrib, ← Finset.sum_mul]
    ring
  refine ⟨hpos, ?_⟩
  rw [key, norm_div, Complex.norm_real, Real.norm_of_nonneg hpos.le]
  calc _ ≤ (∑ k ∈ Finset.univ.erase k₀, d k ^ m * ‖a k - a k₀‖) / d k₀ ^ m :=
        div_le_div₀
          (Finset.sum_nonneg fun k _ => mul_nonneg (pow_nonneg (hd k) m) (norm_nonneg _))
          ((norm_sum_le _ _).trans (le_of_eq (Finset.sum_congr rfl fun k _ => by
            rw [norm_mul, norm_pow, Complex.norm_real, Real.norm_of_nonneg (hd k)])))
          (pow_pos h0 m) hS
    _ = _ := by
        rw [Finset.sum_div]
        exact Finset.sum_congr rfl fun k _ => by rw [div_pow]; ring

/-- Virtual distillation: for a state `ρ` whose largest eigenvalue is simple with unit
eigenvector `v`, `tr(ρ^m)` never vanishes and `tr(O ρ^m) / tr(ρ^m)` tends to `⟨v, O v⟩`. -/
theorem virtual_distillation {ρ : Matrix n n ℂ} {p : ℝ} {v : n → ℂ} (hρ : ρ.PosSemidef)
    (htr : ρ.trace = 1) (hv : IsDominant ρ p v) (O : Matrix n n ℂ) :
    (∀ m, (ρ ^ m).trace ≠ 0) ∧ Tendsto (distilled ρ O) atTop (𝓝 (expect O v)) := by
  obtain ⟨d, u, k₀, hd, rfl, hp, hlt, -, -, hO, hN, hD⟩ := dominant_decomposition hρ htr hv
  have hb := weighted_bound d (fun k => expect O (u k)) k₀ hd hp
  refine ⟨fun m => by rw [hD]; exact Complex.ofReal_ne_zero.2 (hb m).1.ne', ?_⟩
  -- each ratio `d_k / p` is below one, so every error term decays
  have hl : Tendsto (fun m : ℕ => ∑ k ∈ Finset.univ.erase k₀,
      (d k / d k₀) ^ m * ‖expect O (u k) - expect O (u k₀)‖) atTop
      (𝓝 (∑ k ∈ Finset.univ.erase k₀, 0 * ‖expect O (u k) - expect O (u k₀)‖)) :=
    tendsto_finsetSum _ fun k hk =>
      (tendsto_pow_atTop_nhds_zero_of_lt_one (div_nonneg (hd k) hp.le)
        ((div_lt_one hp).2 (hlt k (Finset.ne_of_mem_erase hk)))).mul_const _
  simp only [zero_mul, Finset.sum_const_zero] at hl
  rw [tendsto_iff_norm_sub_tendsto_zero]
  refine squeeze_zero (fun _ => norm_nonneg _) (fun m => ?_) hl
  rw [distilled, hN, hD, ← hO O]
  exact (hb m).2

/-- If all eigenvalues other than `p` are at most `q` and `|⟨w, O w⟩| ≤ B` on unit vectors,
the error of the estimate in dimension `N` is at most `(N - 1) (q / p)^m 2 B`. -/
theorem distillation_rate {ρ : Matrix n n ℂ} {p q B : ℝ} {v : n → ℂ} (hρ : ρ.PosSemidef)
    (htr : ρ.trace = 1) (hv : IsDominant ρ p v) (O : Matrix n n ℂ)
    (hq : ∀ (μ : ℝ) (w : n → ℂ), w ≠ 0 → ρ *ᵥ w = (μ : ℂ) • w → μ ≠ p → μ ≤ q)
    (hB : ∀ w : n → ℂ, star w ⬝ᵥ w = 1 → ‖expect O w‖ ≤ B) (m : ℕ) :
    ‖distilled ρ O m - expect O v‖ ≤ ((Fintype.card n : ℝ) - 1) * ((q / p) ^ m * (2 * B)) := by
  obtain ⟨d, u, k₀, hd, rfl, hp, hlt, hu, he, hO, hN, hD⟩ := dominant_decomposition hρ htr hv
  rw [distilled, hN, hD, ← hO O]
  refine (weighted_bound d (fun k => expect O (u k)) k₀ hd hp m).2.trans
    ((Finset.sum_le_card_nsmul _ _ ((q / d k₀) ^ m * (2 * B)) fun k hk => ?_).trans
      (le_of_eq ?_))
  · have h1 : d k ≤ q := hq _ _ (fun h0 => by simpa [h0] using hu k) (he k)
      (hlt k (Finset.ne_of_mem_erase hk)).ne
    have h2 := norm_sub_le (expect O (u k)) (expect O (u k₀))
    exact mul_le_mul
      (pow_le_pow_left₀ (div_nonneg (hd k) hp.le) (div_le_div_of_nonneg_right h1 hp.le) m)
      (by linarith [hB _ (hu k), hB _ (hu k₀)]) (norm_nonneg _)
      (pow_nonneg (div_nonneg ((hd k).trans h1) hp.le) m)
  · rw [Finset.card_erase_of_mem (Finset.mem_univ k₀), Finset.card_univ, nsmul_eq_mul,
      Nat.cast_pred (Fintype.card_pos_iff.2 ⟨k₀⟩)]

/-- The qubit state `diag(3/4, 1/4)`. -/
def noisyQubit : Matrix (Fin 2) (Fin 2) ℂ := diagonal ![3 / 4, 1 / 4]

/-- The state `diag(3/4, 1/4)` is positive semidefinite, has trace one and has the dominant
eigenpair `(3/4, (1, 0))`. -/
theorem dominant_witness : noisyQubit.PosSemidef ∧ noisyQubit.trace = 1 ∧
    IsDominant noisyQubit (3 / 4) ![1, 0] := by
  have comp : ∀ (μ : ℝ) (w : Fin 2 → ℂ), noisyQubit *ᵥ w = (μ : ℂ) • w →
      (3 / 4 : ℂ) * w 0 = μ * w 0 ∧ (1 / 4 : ℂ) * w 1 = μ * w 1 := by
    intro μ w hw
    have h0 := congrFun hw 0
    have h1 := congrFun hw 1
    rw [noisyQubit, mulVec_diagonal] at h0 h1
    exact ⟨h0, h1⟩
  refine ⟨posSemidef_diagonal_iff.2 fun i => ?_, ?_, ?_, ?_, ?_, ?_⟩
  · fin_cases i
    · show (0 : ℂ) ≤ 3 / 4
      norm_num [Complex.le_def]
    · show (0 : ℂ) ≤ 1 / 4
      norm_num [Complex.le_def]
  · rw [noisyQubit, trace_diagonal, Fin.sum_univ_two]
    show (3 / 4 : ℂ) + 1 / 4 = 1
    norm_num
  · simp [dotProduct, Fin.sum_univ_two]
  · ext i
    rw [noisyQubit, mulVec_diagonal]
    fin_cases i <;> simp
  · intro μ w hw he
    obtain ⟨h0, h1⟩ := comp μ w he
    by_contra hμ
    have a0 : w 0 = 0 := by
      by_contra hne
      have h := mul_right_cancel₀ hne h0
      have : (3 / 4 : ℝ) = μ := Complex.ofReal_injective (by push_cast; exact h)
      linarith [not_le.1 hμ]
    have a1 : w 1 = 0 := by
      by_contra hne
      have h := mul_right_cancel₀ hne h1
      have : (1 / 4 : ℝ) = μ := Complex.ofReal_injective (by push_cast; exact h)
      linarith [not_le.1 hμ]
    exact hw (by ext i; fin_cases i <;> simp [a0, a1])
  · intro w he
    have h1 := (comp _ w he).2
    push_cast at h1
    have a1 : w 1 = 0 := by linear_combination (-2) * h1
    exact ⟨w 0, by ext i; fin_cases i <;> simp [a1]⟩

/-- For the maximally mixed qubit `I/2` the estimate of `Z = diag(1, -1)` is zero for every
`m`, while `(1, 0)` is an eigenvector of `I/2` with `Z` expectation value one. -/
theorem degenerate_fails :
    (∀ m, (((1 / 2 : ℂ) • (1 : Matrix (Fin 2) (Fin 2) ℂ)) ^ m).trace ≠ 0 ∧
      distilled ((1 / 2 : ℂ) • 1) !![1, 0; 0, -1] m = 0) ∧
    ((1 / 2 : ℂ) • (1 : Matrix (Fin 2) (Fin 2) ℂ)) *ᵥ ![1, 0] = (1 / 2 : ℂ) • ![1, 0] ∧
    expect !![1, 0; 0, -1] ![1, 0] = 1 := by
  refine ⟨fun m => ⟨?_, ?_⟩, ?_, ?_⟩
  · rw [_root_.smul_pow, one_pow, trace_smul, trace_one]
    simp
  · rw [distilled, _root_.smul_pow, one_pow, Matrix.mul_smul, mul_one, trace_smul,
      trace_fin_two]
    simp
  · rw [smul_mulVec, one_mulVec]
  · simp [expect, dotProduct, mulVec, Fin.sum_univ_two]

end

end VirtualDistillation
```

```lean
#print axioms VirtualDistillation.virtual_distillation
#print axioms VirtualDistillation.distillation_rate
#print axioms VirtualDistillation.degenerate_fails
```

```
'VirtualDistillation.virtual_distillation' depends on axioms: [propext, Classical.choice, Quot.sound]
'VirtualDistillation.distillation_rate' depends on axioms: [propext, Classical.choice, Quot.sound]
'VirtualDistillation.degenerate_fails' depends on axioms: [propext, Classical.choice, Quot.sound]
```

## From ρ, O and v to Lean objects

The index set is the type `n`, with N = `Fintype.card n`. In `expect`, `star v ⬝ᵥ O *ᵥ v` is v†Ov, and `distilled ρ O m` is Eₘ. The hypothesis `ρ.PosSemidef` includes hermiticity, so restricting the field `largest` of `IsDominant` to real `μ` misses no eigenvalue. The four fields are the four conditions on a dominant pair and refer to no eigenbasis; they are assumed and not derived from a noise model. The norm `‖·‖` in the statement of `distillation_rate` and in the proof of `virtual_distillation` is the modulus of a complex number. Lean's division by zero returns zero, so the first conjunct of `virtual_distillation` shows that the limit concerns true quotients. Sampling error, noise in the multi-copy circuit, differences between copies and infinite dimension lie beyond both theorems.

## How the lemmas carry the argument

`spectral` takes U and dₖ from Mathlib's `eigenvectorUnitary` and `eigenvalues`. In `trace_mul_pow`, `hp` is the induction for ρᵐU = UDᵐ, and the `calc` chain inserts UU† and applies `trace_mul_comm`.

`dominant_decomposition` finds the special column: `h2` is U†ρ = DU†, `h3` is Dc = pc, `hc` is c ≠ 0, and `hb1` is b*b = 1. Its three closing bullets prove p > 0, the strict inequality dₖ < p, and aₖ₀ = ⟨v, Ov⟩. The first of them is the only step of this proof that uses `htr`.

`weighted_bound` involves numbers only, with all dₖ ≥ 0 and dₖ₀ > 0, which its docstring leaves out: `hS` is the lower bound on the denominator, `key` is the subtraction identity, and `div_le_div₀` with `norm_sum_le` gives the inequality. `virtual_distillation` sends each term to zero by `tendsto_pow_atTop_nhds_zero_of_lt_one` and ends with `squeeze_zero`. `distillation_rate` also assumes a state ρ with dominant pair (p, v); it bounds each term and counts the terms with `Finset.sum_le_card_nsmul`.

## Two qubit states

`dominant_witness` shows that diag(3/4, 1/4) is a state with dominant pair p = 3/4, v = (1, 0). `degenerate_fails` treats the maximally mixed state I/2, with I the 2 × 2 identity, and Z = diag(1, −1): the traces are nonzero and Eₘ = 0 for all m, although the eigenvector (1, 0) has ⟨Z⟩ = 1. Without simplicity, the limit can thus differ from the expectation value in a top eigenvector.

## Evaluating the ratio on hardware and in simulation

What follows is ordinary practice and arithmetic that the file does not prove. On hardware ρᵐ is not prepared. For m ≥ 1, let S be the cyclic shift of m registers, each holding ρ, and let O₁ be O acting on the first. Then

tr(Oρᵐ) = tr(S O₁ (ρ ⊗ ⋯ ⊗ ρ)),

and the denominator is the same expression without O₁; for m = 2, S is the swap. Since Eₘ is linear in O, a Hamiltonian written as a sum of Pauli strings can be evaluated term by term, with one numerator per string and a common denominator. For a mixed state the denominator decays with m, which magnifies the statistical error of the quotient.

In a density-matrix simulation one can start from σ = ρ and repeat σ ← σρ / tr(σρ); after m − 1 steps tr(Oσ) = Eₘ. For diag(3/4, 1/4) and O = Z this gives Eₘ = (3ᵐ − 1)/(3ᵐ + 1), that is 1/2, 4/5, 13/14 for m = 1, 2, 3. The error 2/(3ᵐ + 1) lies below the bound 2/3ᵐ for q = 1/4 and B = 1, and the ratio of the two tends to one as m grows.
